# Coherent states of real displacement satisfy the eigenvalue equation of the photon annihilation operator

For a single photon mode, the coherent state of real displacement z has number-state amplitudes e^(−z²/2) zⁿ/√(n!), and the annihilation operator sends amplitudes ψ(n) to √(n+1) ψ(n+1). The theorem says that applying this operator to the coherent state multiplies its amplitude at every n by z. The number states are not truncated, and the amplitudes carry the usual normalising factor, though the theorem does not assert normalisation. The attempt records that the two square roots are nonzero, unfolds the definitions, splits √((n+1)!) into √(n+1) √(n!), and leaves `field_simp` to cancel the common factors.

Lean 4 with Mathlib refuses this proof:

```lean
import Mathlib

open Finset Filter

namespace PhotonCutoff

noncomputable section

/-- Number-state amplitudes of the coherent state with real displacement `z`. -/
def coherentAmp (z : ℝ) (n : ℕ) : ℝ :=
  Real.exp (-z ^ 2 / 2) * z ^ n / √(n.factorial : ℝ)

/-- The photon annihilation operator acting on number-state amplitudes. -/
def annihilate (ψ : ℕ → ℝ) (n : ℕ) : ℝ := √((n : ℝ) + 1) * ψ (n + 1)

/-- A coherent state is an eigenvector of the annihilation operator with eigenvalue `z`. -/
theorem annihilate_coherentAmp (z : ℝ) (n : ℕ) :
    annihilate (coherentAmp z) n = z * coherentAmp z n := by
  have h1 : √((n : ℝ) + 1) ≠ 0 := (Real.sqrt_pos.mpr (by positivity)).ne'
  have h2 : √(n.factorial : ℝ) ≠ 0 := (Real.sqrt_pos.mpr (by positivity)).ne'
  unfold annihilate coherentAmp
  rw [Nat.factorial_succ, Nat.cast_mul, Nat.cast_succ, Real.sqrt_mul (by positivity), pow_succ]
  field_simp

end

end PhotonCutoff
```

Lean reports:

```
Main.lean:18:58: error: unsolved goals
z : ℝ
n : ℕ
h1 : √(↑n + 1) ≠ 0
h2 : √↑n.factorial ≠ 0
⊢ z ^ (n + 1) = z * z ^ n
```

The message reports a goal still open when the proof ends: `z ^ (n + 1) = z * z ^ n`. The square roots and the exponential have gone, so only the law of powers is left to prove.

The rewrite with `pow_succ` was evidently meant to supply that law by turning `z ^ (n + 1)` into `z ^ n * z`. But its pattern, a power with exponent `?n + 1`, also matches `z ^ 2`, since 2 is 1 + 1. The `z ^ 2` inside the exponential comes first in the goal, so `rw` settles on it and rewrites only copies of that same power. `z ^ (n + 1)` stays whole, as the message shows, and `field_simp` does not split it while cancelling.

The added `ring` closes the goal, because it normalises powers with variable exponents and so recognises both sides as equal. The `pow_succ` rewrite is left as it was.

The change, after which it compiles:

```diff
@@ -22,4 +22,5 @@
   rw [Nat.factorial_succ, Nat.cast_mul, Nat.cast_succ, Real.sqrt_mul (by positivity), pow_succ]
   field_simp
+  ring
 
 end
```
